# For s > 0, the integral of k² exp(−s²k²) from zero to infinity is √π/(4s³)

The theorem gives the second moment of a Gaussian over the half line: for real s > 0, the integral of k² exp(−s²k²) over k > 0 equals √π/(4s³). The Gaussian weight is not normalised, so this is the bare integral and not the mean of k². The proof takes Mathlib's general formula for a power times an exponential, with both exponents equal to 2 and coefficient s². It then evaluates the two factors that appear, Γ(3/2) = √π/2 and (s²)^(−3/2) = 1/s³, and rewrites the goal with the result.

The failing Lean file:

```lean
import Mathlib

open Real MeasureTheory Set

namespace GaussianMoment

noncomputable section

/-- Second moment of a Gaussian over the half line, for `s > 0`. -/
theorem gaussian_moment {s : ℝ} (hs : 0 < s) :
    ∫ k in Ioi (0 : ℝ), k ^ 2 * Real.exp (-s ^ 2 * k ^ 2) = √π / (4 * s ^ 3) := by
  have h := integral_rpow_mul_exp_neg_mul_rpow (p := 2) (q := 2) (b := s ^ 2)
    two_pos (by norm_num) (by positivity)
  simp only [Real.rpow_two] at h
  have hG : Real.Gamma ((2 + 1) / 2) = √π / 2 := by
    rw [show ((2 : ℝ) + 1) / 2 = 1 / 2 + 1 by norm_num, Real.Gamma_add_one (by norm_num),
      Real.Gamma_one_half_eq]
    ring
  have hp : (s ^ 2) ^ (-(2 + 1) / 2 : ℝ) = (s ^ 3)⁻¹ := by
    rw [← Real.rpow_natCast s 2, ← Real.rpow_mul hs.le,
      show ((2 : ℕ) : ℝ) * (-(2 + 1) / 2) = -((3 : ℕ) : ℝ) by norm_num,
      Real.rpow_neg hs.le, Real.rpow_natCast]
  rw [hG, hp] at h
  rw [neg_mul] at *
  simp only [neg_mul] at h ⊢
  rw [h]
  ring

end

end GaussianMoment
```

Compiling this gives:

```
Main.lean:24:6: error: Tactic `rewrite` failed: Did not find an occurrence of the pattern in the current goal

s : ℝ
hs : 0 < s
h : ∫ (x : ℝ) in Ioi 0, x ^ 2 * rexp (-s ^ 2 * x ^ 2) = (s ^ 3)⁻¹ * (1 / 2) * (√π / 2)
hG : Gamma ((2 + 1) / 2) = √π / 2
hp : (s ^ 2) ^ (-(2 + 1) / 2) = (s ^ 3)⁻¹
⊢ ∫ (k : ℝ) in Ioi 0, k ^ 2 * rexp (-s ^ 2 * k ^ 2) = √π / (4 * s ^ 3)
```

The message says that `rw [neg_mul]` found nothing to rewrite. The lemma `neg_mul` turns `-a * b` into `-(a * b)`, and the goal does seem to contain such a product, `-s ^ 2 * k ^ 2`. But `k` there is the bound variable of the integral, and `rw` cannot rewrite a term that contains a bound variable. The same holds for the product in `h`, and `hG` and `hp` contain no product of this form, so `at *` does not help.

The rewrite was not needed in any case. The printed state shows that the integral in `h` and the one in the goal differ only in the name of the bound variable, `x` or `k`, which Lean ignores. With the failing line deleted, `rw [h]` replaces the integral by its value and `ring` checks the remaining algebra. Deleting the `simp only [neg_mul]` line is mere tidying: `simp only` can work under the integral sign, but the two sides already agree.

The change, after which it compiles:

```diff
@@ -22,6 +22,5 @@
       Real.rpow_neg hs.le, Real.rpow_natCast]
   rw [hG, hp] at h
-  rw [neg_mul] at *
-  simp only [neg_mul] at h ⊢
+
   rw [h]
   ring
```
